# Series and parallel composites of Onsager components keep their shared thermoelectric coupling bound

Suppose a linear-response calculation has given the transport matrices of several candidate segments, and the target figure of merit exceeds that of every segment. Their parallel and series combinations can then be rejected without computing either, provided that each segment is reciprocal and dissipative and that conductances or resistances simply add. The segment matrices may come from electronic-structure or quantum scattering calculations, but the composition is classical: phase coherence between segments is ignored.

In Lean 4 with Mathlib:

```lean
import Mathlib

open Matrix

namespace ThermoelectricComposites

noncomputable section
```

Charge and heat currents \(J=(J_0,J_1)\) respond to their conjugate forces \(F=(F_0,F_1)\) through \(J=LF\), with \(L\) a real 2 by 2 matrix. For segments all near one temperature \(T\), the forces can be the voltage drop and the temperature drop divided by \(T\).

```lean
/-- A real 2 by 2 matrix of linear transport coefficients. -/
abbrev Coefficients := Matrix (Fin 2) (Fin 2) ℝ
```

The dissipation rate is \(F\cdot LF\), written `F ⬝ᵥ L *ᵥ F`. `IsOnsager` assumes symmetry and positive dissipation; it does not derive them from microscopic dynamics.

```lean
/-- An Onsager matrix is reciprocal (symmetric) and dissipates at a positive rate
under every nonzero pair of forces. -/
def IsOnsager (L : Coefficients) : Prop :=
  L 1 0 = L 0 1 ∧ ∀ F : Fin 2 → ℝ, F ≠ 0 → 0 < F ⬝ᵥ L *ᵥ F
```

`CoupledAtMost c` adds the inequality \(L_{01}^2\le c\,L_{00}L_{11}\).

```lean
/-- An Onsager matrix whose squared cross coefficient is at most `c` times the product
of its diagonal coefficients. -/
def CoupledAtMost (c : ℝ) (L : Coefficients) : Prop :=
  IsOnsager L ∧ L 0 1 ^ 2 ≤ c * (L 0 0 * L 1 1)
```

Parallel composition is defined by adding the matrices, series composition by adding their inverses.

```lean
/-- Components in parallel: the transport matrices add. -/
def parallel {ι : Type*} [Fintype ι] (L : ι → Coefficients) : Coefficients := ∑ j, L j

/-- Components in series: the resistance matrices add. -/
def series {ι : Type*} [Fintype ι] (L : ι → Coefficients) : Coefficients :=
  (∑ j, (L j)⁻¹)⁻¹
```

With \(D=\det L\), the figure of merit is \(L_{01}^2/D\).

```lean
/-- The thermoelectric figure of merit, the squared cross coefficient over the determinant. -/
def merit (L : Coefficients) : ℝ := L 0 1 ^ 2 / L.det
```

## Reciprocity and positive dissipation

Positive dissipation means that \(F_0J_0+F_1J_1>0\) whenever a force acts. One of the two terms may be negative, as in a thermoelectric generator, where heat flow drives charge against the electrical force. The forces \((1,0)\) and \((0,1)\) give \(L_{00},L_{11}>0\), and \((-L_{01},L_{00})\) gives \(L_{00}(L_{00}L_{11}-L_{01}^2)>0\). Conversely,
\[
L_{00}\,F\cdot LF=(L_{00}F_0+L_{01}F_1)^2+(L_{00}L_{11}-L_{01}^2)F_1^2,
\]
which is positive for \(F\ne0\). The proof inserts the same three forces, then completes the square, treating \(F_1=0\) separately.

```lean
/-- A matrix is an Onsager matrix exactly when it is symmetric, has positive diagonal
coefficients, and its squared cross coefficient is below their product. -/
theorem isOnsager_iff (L : Coefficients) :
    IsOnsager L ↔ L 1 0 = L 0 1 ∧ 0 < L 0 0 ∧ 0 < L 1 1 ∧ L 0 1 ^ 2 < L 0 0 * L 1 1 := by
  have hQ : ∀ F : Fin 2 → ℝ, F ⬝ᵥ L *ᵥ F =
      F 0 * (L 0 0 * F 0 + L 0 1 * F 1) + F 1 * (L 1 0 * F 0 + L 1 1 * F 1) := by
    intro F
    simp [Matrix.mulVec, dotProduct, Fin.sum_univ_two]
  constructor
  · rintro ⟨hs, h⟩
    have h0 : 0 < L 0 0 := by
      have := h ![1, 0] (fun e => by simpa using congrFun e 0)
      rw [hQ] at this
      simpa using this
    have h1 : 0 < L 1 1 := by
      have := h ![0, 1] (fun e => by simpa using congrFun e 1)
      rw [hQ] at this
      simpa using this
    -- this force makes the dissipation proportional to the determinant
    have h2 : 0 < (-L 0 1) * (L 0 0 * (-L 0 1) + L 0 1 * L 0 0)
        + L 0 0 * (L 1 0 * (-L 0 1) + L 1 1 * L 0 0) := by
      have := h ![-L 0 1, L 0 0] (fun e => h0.ne' (by simpa using congrFun e 1))
      rw [hQ] at this
      exact this
    rw [hs] at h2
    have h3 : 0 < L 0 0 * (L 0 0 * L 1 1 - L 0 1 ^ 2) := by nlinarith
    have h4 := (mul_pos_iff_of_pos_left h0).1 h3
    exact ⟨hs, h0, h1, by linarith⟩
  · rintro ⟨hs, h0, h1, hd⟩
    refine ⟨hs, fun F hF => ?_⟩
    rw [hQ, hs]
    by_cases hF1 : F 1 = 0
    · have hF0 : F 0 ≠ 0 := by
        intro e
        apply hF
        ext i
        fin_cases i <;> simp [e, hF1]
      have : 0 < L 0 0 * F 0 ^ 2 := by positivity
      rw [hF1]
      nlinarith
    · -- complete the square
      have : 0 < (L 0 0 * L 1 1 - L 0 1 ^ 2) * F 1 ^ 2 :=
        mul_pos (by linarith) (by positivity)
      refine (mul_pos_iff_of_pos_left h0).1 ?_
      nlinarith [sq_nonneg (L 0 0 * F 0 + L 0 1 * F 1)]
```

Hence \(D>0\), and symmetry gives
\[
L^{-1}=\frac1D\begin{pmatrix}L_{11}&-L_{01}\\-L_{01}&L_{00}\end{pmatrix}.
\]

```lean
/-- An Onsager matrix has positive determinant, and its resistance matrix has the diagonal
coefficients exchanged and the cross coefficient reversed, all divided by the determinant. -/
theorem resistance_eq {L : Coefficients} (h : IsOnsager L) :
    0 < L.det ∧ L⁻¹ = L.det⁻¹ • !![L 1 1, -L 0 1; -L 0 1, L 0 0] := by
  obtain ⟨hs, _, _, hd⟩ := (isOnsager_iff L).1 h
  constructor
  · rw [Matrix.det_fin_two, hs]
    nlinarith
  · rw [Matrix.inv_def, Matrix.adjugate_fin_two, Ring.inverse_eq_inv', hs]
```

Without positivity the bound can fail. For \(c=1/4\), both \(\begin{pmatrix}2&1\\1&2\end{pmatrix}\) and \(-I\) satisfy the inequality, but their sum has all entries 1 and violates it. Without symmetry, \(L_{01}\) alone would no longer describe the coupling in both directions.

## One coupling bound for all components

The number \(c\) limits the squared relative coupling of charge and heat; equality in the bound with \(c=1\) is the tight-coupling limit, which positive dissipation excludes. No range for \(c\) is assumed: a component satisfying the bound forces \(c\ge0\), and \(c\ge1\) adds no restriction.

For two components \(A\) and \(B\), multiplying their bounds gives
\[
(A_{01}B_{01})^2\le c^2(A_{00}B_{11})(B_{00}A_{11})
\le \tfrac{c^2}{4}(A_{00}B_{11}+B_{00}A_{11})^2 .
\]
Thus \(2A_{01}B_{01}\le c(A_{00}B_{11}+B_{00}A_{11})\). Adding the two original bounds yields
\[
(A_{01}+B_{01})^2\le c(A_{00}+B_{00})(A_{11}+B_{11}).
\]
In the proof, `hsq` is the product estimate and `hx` the cross-term bound. Dissipation rates add, so the sum is again Onsager.

```lean
/-- The sum of two Onsager matrices obeys the coupling bound that both of them obey. -/
theorem CoupledAtMost.add {c : ℝ} {A B : Coefficients}
    (hA : CoupledAtMost c A) (hB : CoupledAtMost c B) : CoupledAtMost c (A + B) := by
  obtain ⟨oA, ha⟩ := hA
  obtain ⟨oB, hb⟩ := hB
  obtain ⟨_, a0, a1, _⟩ := (isOnsager_iff A).1 oA
  obtain ⟨_, b0, b1, _⟩ := (isOnsager_iff B).1 oB
  have hc : 0 ≤ c := by
    by_contra h
    have := mul_neg_of_neg_of_pos (not_le.1 h) (mul_pos a0 a1)
    nlinarith [sq_nonneg (A 0 1)]
  refine ⟨⟨?_, fun F hF => ?_⟩, ?_⟩
  · rw [Matrix.add_apply, Matrix.add_apply, oA.1, oB.1]
  · rw [Matrix.add_mulVec, dotProduct_add]
    exact add_pos (oA.2 F hF) (oB.2 F hF)
  · -- the product of the two bounds controls the cross term
    have hsq : (A 0 1 * B 0 1) ^ 2 ≤ (c * (A 0 0 * A 1 1)) * (c * (B 0 0 * B 1 1)) := by
      rw [mul_pow]
      exact mul_le_mul ha hb (sq_nonneg _) (by positivity)
    have hS : 0 ≤ c * (A 0 0 * B 1 1 + B 0 0 * A 1 1) := by positivity
    have hx : 2 * (A 0 1 * B 0 1) ≤ c * (A 0 0 * B 1 1 + B 0 0 * A 1 1) := by
      by_contra h
      have := mul_self_lt_mul_self hS (not_le.1 h)
      nlinarith [sq_nonneg (c * (A 0 0 * B 1 1 - B 0 0 * A 1 1))]
    simp only [Matrix.add_apply]
    nlinarith
```

Inversion multiplies both sides of the bound by \(1/D^2\) and exchanges the diagonal entries:
\[
(L^{-1})_{01}^2=\frac{L_{01}^2}{D^2}\le c\,\frac{L_{00}L_{11}}{D^2}=c\,(L^{-1})_{00}(L^{-1})_{11}.
\]
The proof writes `k` for \(1/D\). If one component violates the bound, a composite may too; a family of one already shows this.

```lean
/-- The resistance matrix obeys the same coupling bound as the transport matrix. -/
theorem CoupledAtMost.inv {c : ℝ} {L : Coefficients} (h : CoupledAtMost c L) :
    CoupledAtMost c L⁻¹ := by
  obtain ⟨o, hl⟩ := h
  obtain ⟨_, h0, h1, hd⟩ := (isOnsager_iff L).1 o
  obtain ⟨hdet, e⟩ := resistance_eq o
  have hk : 0 < L.det⁻¹ := inv_pos.2 hdet
  generalize L.det⁻¹ = k at e hk
  have e00 : L⁻¹ 0 0 = k * L 1 1 := by rw [e]; simp
  have e01 : L⁻¹ 0 1 = k * -L 0 1 := by rw [e]; simp
  have e10 : L⁻¹ 1 0 = k * -L 0 1 := by rw [e]; simp
  have e11 : L⁻¹ 1 1 = k * L 0 0 := by rw [e]; simp
  have hk2 : 0 < k ^ 2 := by positivity
  refine ⟨(isOnsager_iff _).2 ⟨by rw [e10, e01], ?_, ?_, ?_⟩, ?_⟩
  · rw [e00]; positivity
  · rw [e11]; positivity
  · rw [e00, e01, e11]
    have := mul_lt_mul_of_pos_left hd hk2
    nlinarith
  · rw [e00, e01, e11]
    have := mul_le_mul_of_nonneg_left hl hk2.le
    nlinarith
```

## At least one component, and finitely many

`Fintype ι` and `Nonempty ι` describe a device with finitely many parts and at least one. Repeated addition proves the parallel case; inverting, adding and inverting again proves the series case. `Finset.sum_induction_nonempty` performs the repetition. For an empty family both definitions return the zero matrix, which is not Onsager; in the series case this is only because Mathlib sets the inverse of a singular matrix to zero.

```lean
/-- Composites cannot beat a coupling bound shared by their components: the parallel and the
series combination are Onsager matrices obeying the same bound. -/
theorem composite_coupling_le {ι : Type*} [Fintype ι] [Nonempty ι] {c : ℝ}
    {L : ι → Coefficients} (hL : ∀ j, IsOnsager (L j))
    (hc : ∀ j, L j 0 1 ^ 2 ≤ c * (L j 0 0 * L j 1 1)) :
    CoupledAtMost c (parallel L) ∧ CoupledAtMost c (series L) := by
  have h : ∀ j, CoupledAtMost c (L j) := fun j => ⟨hL j, hc j⟩
  constructor
  · exact Finset.sum_induction_nonempty _ (CoupledAtMost c) (fun _ _ => CoupledAtMost.add)
      Finset.univ_nonempty (fun j _ => h j)
  · exact (Finset.sum_induction_nonempty _ (CoupledAtMost c) (fun _ _ => CoupledAtMost.add)
      Finset.univ_nonempty (fun j _ => (h j).inv)).inv
```

## The same currents through every series component

The hypothesis `L j *ᵥ F j = J` says that the same charge and heat currents pass through every component. Without side leakage this holds in linear response: along the stack the heat current changes only by the electrical power, which is of second order in the forces. Then \(F_j=L_j^{-1}J\), so
\[
\sum_jF_j=\Bigl(\sum_jL_j^{-1}\Bigr)J,
\]
and inversion recovers \(J\). The proof obtains invertibility of the total resistance from the coupling result with \(c=1\). If the currents differ between components, no single \(J\) characterises the stack and this derivation of the series formula fails.

```lean
/-- If the same currents `J` flow through all components, the series matrix applied to the
total force returns `J`. -/
theorem series_law {ι : Type*} [Fintype ι] [Nonempty ι] {L : ι → Coefficients}
    (hL : ∀ j, IsOnsager (L j)) {J : Fin 2 → ℝ} {F : ι → Fin 2 → ℝ}
    (h : ∀ j, L j *ᵥ F j = J) : series L *ᵥ (∑ j, F j) = J := by
  have hF : ∀ j, F j = (L j)⁻¹ *ᵥ J := by
    intro j
    rw [← h j, Matrix.mulVec_mulVec,
      Matrix.nonsing_inv_mul _ (resistance_eq (hL j)).1.ne'.isUnit, Matrix.one_mulVec]
  have hsum : ∑ j, F j = (∑ j, (L j)⁻¹) *ᵥ J := by
    rw [Finset.sum_congr rfl fun j _ => hF j]
    ext i
    rw [Finset.sum_apply]
    change ∑ j, ∑ k, (L j)⁻¹ i k * J k = ∑ k, (∑ j, (L j)⁻¹) i k * J k
    rw [Finset.sum_comm]
    refine Finset.sum_congr rfl fun k _ => ?_
    rw [Matrix.sum_apply, Finset.sum_mul]
  -- the total resistance matrix is again positive, hence invertible
  have hR : CoupledAtMost 1 (∑ j, (L j)⁻¹) :=
    Finset.sum_induction_nonempty _ (CoupledAtMost 1) (fun _ _ => CoupledAtMost.add)
      Finset.univ_nonempty (fun j _ => CoupledAtMost.inv
        ⟨hL j, by linarith [((isOnsager_iff _).1 (hL j)).2.2.2]⟩)
  rw [hsum, series, Matrix.mulVec_mulVec,
    Matrix.nonsing_inv_mul _ (resistance_eq hR.1).1.ne'.isUnit, Matrix.one_mulVec]
```

## Nested networks from the same argument

Since addition and inversion each preserve the bound, so does any finite nesting of series and parallel joins. The proof follows the construction of the network, with every material in `S` obeying the bound.

```lean
/-- The transport matrices of all networks built from materials in `S` by repeatedly joining
two parts in parallel or in series. -/
inductive Network (S : Set Coefficients) : Coefficients → Prop
  | component {L : Coefficients} (h : L ∈ S) : Network S L
  | parallel {A B : Coefficients} (hA : Network S A) (hB : Network S B) : Network S (A + B)
  | series {A B : Coefficients} (hA : Network S A) (hB : Network S B) :
      Network S (A⁻¹ + B⁻¹)⁻¹

/-- Every series-parallel network obeys the coupling bound shared by its materials. -/
theorem network_coupling_le {S : Set Coefficients} {c : ℝ}
    (hS : ∀ L ∈ S, CoupledAtMost c L) {N : Coefficients} (hN : Network S N) :
    CoupledAtMost c N := by
  induction hN with
  | component h => exact hS _ h
  | parallel _ _ ihA ihB => exact ihA.add ihB
  | series _ _ ihA ihB => exact (ihA.inv.add ihB.inv).inv
```

## A nonnegative figure of merit as the bound

For \(z\ge0\), the inequality \(L_{01}^2\le z(L_{00}L_{11}-L_{01}^2)\) rearranges to
\[
L_{01}^2\le\frac{z}{1+z}L_{00}L_{11}.
\]
The sign condition makes \(1+z\) positive. At \(z=-2\) the equivalence fails: every Onsager matrix meets the resulting coupling bound of 2, yet none has a negative merit.

```lean
/-- A figure of merit of at most `z` is the same as a coupling bound `z / (1 + z)`. -/
theorem merit_le_iff {L : Coefficients} (hL : IsOnsager L) {z : ℝ} (hz : 0 ≤ z) :
    merit L ≤ z ↔ L 0 1 ^ 2 ≤ z / (1 + z) * (L 0 0 * L 1 1) := by
  have h1 : 0 < 1 + z := by linarith
  rw [merit, div_le_iff₀ (resistance_eq hL).1, div_mul_eq_mul_div, le_div_iff₀ h1,
    Matrix.det_fin_two, hL.1]
  constructor <;> intro h <;> nlinarith
```

Taking \(z\) to be the largest component merit turns the coupling theorem into a comparison with one component, which does at least as well as both composites.

```lean
/-- Some component has a figure of merit at least as large as that of the parallel and that of
the series combination. -/
theorem exists_component_merit_ge {ι : Type*} [Fintype ι] [Nonempty ι]
    {L : ι → Coefficients} (hL : ∀ j, IsOnsager (L j)) :
    ∃ j, merit (parallel L) ≤ merit (L j) ∧ merit (series L) ≤ merit (L j) := by
  -- choose the best component and use its figure of merit as the common bound
  obtain ⟨j, hj⟩ := Finite.exists_max (fun i => merit (L i))
  have hz : 0 ≤ merit (L j) := div_nonneg (sq_nonneg _) (resistance_eq (hL j)).1.le
  obtain ⟨hp, hs⟩ := composite_coupling_le hL (fun i => (merit_le_iff (hL i) hz).1 (hj i))
  exact ⟨j, (merit_le_iff hp.1 hz).2 hp.2, (merit_le_iff hs.1 hz).2 hs.2⟩

end

end ThermoelectricComposites
```

```lean
#print axioms ThermoelectricComposites.composite_coupling_le
-- 'ThermoelectricComposites.composite_coupling_le' depends on axioms: [propext, Classical.choice, Quot.sound]
#print axioms ThermoelectricComposites.series_law
-- 'ThermoelectricComposites.series_law' depends on axioms: [propext, Classical.choice, Quot.sound]
#print axioms ThermoelectricComposites.network_coupling_le
-- 'ThermoelectricComposites.network_coupling_le' depends on axioms: [propext, Classical.choice, Quot.sound]
#print axioms ThermoelectricComposites.exists_component_merit_ge
-- 'ThermoelectricComposites.exists_component_merit_ge' depends on axioms: [propext, Classical.choice, Quot.sound]
```
